# Seeber's inequality: the edge lengths of a reduced three-dimensional cell multiply to at most √2 times its volume

Take two basis vectors e₀, e₁ in a plane, with squared lengths a ≤ b and dot product h. A skewed choice can have long edges and almost no area. Now require that neither e₁ + e₀ nor e₁ − e₀ is shorter than e₁. This means 2|h| ≤ a, so h² ≤ a²/4 ≤ ab/4, and the squared area satisfies

ab − h² ≥ (3/4) ab.

Reduction limits the dot products, and that keeps the area from collapsing. In three dimensions the same mechanism works, with one more condition.

## The bound for three basis vectors

Let G be the metric, Gᵢⱼ = eᵢ · eⱼ, with indices 0, 1, 2 as in Lean. Write

a = G₀₀, b = G₁₁, c = G₂₂, f = G₁₂, g = G₀₂, h = G₀₁.

Here a, b, c are squared lengths, not the edge lengths of crystallographic tables. The metric is reduced if

- a ≤ b ≤ c;
- 2|h| ≤ a, 2|g| ≤ a and 2|f| ≤ b, so adding or subtracting a shorter basis vector never shortens a longer one;
- no vector e₀ ± e₁ ± e₂ is shorter than e₂.

Then

abc ≤ 2 det G.

Since det G is the squared volume V², this gives |e₀||e₁||e₂| ≤ √2 V.

## Counting periodic images

For a reduced cell of nonzero volume, the bound limits the image search in neighbour lists and real-space lattice sums. The lattice planes spanned by two basis vectors eⱼ, eₖ have spacing at least V/(|eⱼ||eₖ|) ≥ |eᵢ|/√2, where eᵢ is the third. A lattice vector n₀e₀ + n₁e₁ + n₂e₂ of length at most R therefore has

|nᵢ| ≤ √2 R/|eᵢ|.

For two atoms whose fractional coordinates differ by dᵢ, the separation vector has coefficients nᵢ + dᵢ, and the same estimate bounds |nᵢ + dᵢ| instead of |nᵢ|.

This count and the planar estimate are ordinary algebra around the Lean theorems, not part of them.

## Derivation by nonnegative products

For signs s, t = ±1, the squared length of e₀ + s e₁ + t e₂ is a + b + c + 2(sh + tg + stf). Requiring it to be at least c gives

0 ≤ a + b + 2(sh + tg + stf).

The determinant is

det G = abc + 2fgh − af² − bg² − ch².

Reversing a basis vector changes the sign of two off-diagonal entries. We can therefore make all three nonnegative (acute) or all three nonpositive (obtuse). Let Δ = 2 det G − abc; the claim is Δ ≥ 0.

**Acute type.** With f, g, h ≥ 0,

Δ = (c − b)(ab − 2h²) + af(b − 2f) + (b − 2f)(ab − 2g² − 2h²) + 2fY,

Y = ab/2 − 2g² − 2h² + 2gh.

Since g, h ≤ a/2 and a ≤ b, the first three terms are nonnegative. If g ≤ h, then Y = (ab/2 − 2h²) + 2g(h − g) ≥ 0; the other order is symmetric.

**Obtuse type.** Put f = −u, g = −v, h = −w with u, v, w ≥ 0. The signed sums give u + v + w ≤ (a + b)/2. Then

Δ = (c − b)(ab − 2w²) + R,

R = ab² − 4uvw − 2au² − 2b(v² + w²).

The first term is nonnegative as before. If v + w ≤ a/2, write

R = 2a(b²/4 − u²) + 4vw(b/2 − u) + b(ab/2 − 2(v² + w² + vw)).

The last bracket is nonnegative because v² + w² + vw ≤ (v + w)² ≤ a²/4 ≤ ab/4.

If v + w ≥ a/2, set m = (a + b)/2 − v − w, so that 0 ≤ u ≤ m. Then

R = 2a(m² − u²) + 4vw(m − u)
  + 4((b − a)/2 + v + w)(a/2 − v)(a/2 − w)
  + 2b(v + w − a/2)(a − v − w) + ab(b − a)/2,

and every term is nonnegative.

**Positive lengths.** If a > 0, then b, c > 0, so det G > 0 by the inequality, and D = ab − h² > 0. For coordinates x, with squared length L(x),

aD L(x) = D(ax₀ + hx₁ + gx₂)² + (Dx₁ + (af − gh)x₂)² + a det G x₂².

For x ≠ 0 at least one square is positive: the third if x₂ ≠ 0, the second if x₂ = 0 and x₁ ≠ 0, the first if x₁ = x₂ = 0.

**Edges and equality.** If the rows of A are the basis vectors, G = AAᵀ and det G = (det A)². Taking square roots gives the edge bound. The face-centred cubic primitive cell with cubic edge 2 has a = b = c = 2 and f = g = h = 1, so abc = 8 and det G = 4: equality holds.

## The Lean file

```lean
import Mathlib

open Matrix

namespace SeeberReduction

/-- The squared length of the vector with coordinates `x` in a cell with metric `G`. -/
def sqLength (G : Matrix (Fin 3) (Fin 3) ℝ) (x : Fin 3 → ℝ) : ℝ :=
  ∑ i, ∑ j, x i * G i j * x j

/-- A reduced metric: symmetric, with ordered edges, each off-diagonal entry in absolute value at
most half the smaller of the two diagonal entries in its row and column, and no signed sum
`e₀ ± e₁ ± e₂` of the basis vectors shorter than `e₂`. -/
structure IsReduced (G : Matrix (Fin 3) (Fin 3) ℝ) : Prop where
  symm : G.IsSymm
  le01 : G 0 0 ≤ G 1 1
  le12 : G 1 1 ≤ G 2 2
  off01 : 2 * |G 0 1| ≤ G 0 0
  off02 : 2 * |G 0 2| ≤ G 0 0
  off12 : 2 * |G 1 2| ≤ G 1 1
  signed : ∀ s t : ℝ, (s = 1 ∨ s = -1) → (t = 1 ∨ t = -1) → G 2 2 ≤ sqLength G ![1, s, t]

variable {G : Matrix (Fin 3) (Fin 3) ℝ}

/-- The squared length for a symmetric metric, written with its six independent entries. -/
theorem sqLength_eq (hG : G.IsSymm) (x : Fin 3 → ℝ) :
    sqLength G x = G 0 0 * x 0 ^ 2 + G 1 1 * x 1 ^ 2 + G 2 2 * x 2 ^ 2
      + 2 * (G 0 1 * x 0 * x 1 + G 0 2 * x 0 * x 2 + G 1 2 * x 1 * x 2) := by
  simp only [sqLength, Fin.sum_univ_three, hG.apply 0 1, hG.apply 0 2, hG.apply 1 2]
  ring

/-- The determinant of a symmetric metric, written with its six independent entries. -/
theorem det_eq (hG : G.IsSymm) :
    G.det = G 0 0 * G 1 1 * G 2 2 + 2 * G 1 2 * G 0 2 * G 0 1
      - G 0 0 * G 1 2 ^ 2 - G 1 1 * G 0 2 ^ 2 - G 2 2 * G 0 1 ^ 2 := by
  rw [Matrix.det_fin_three, hG.apply 0 1, hG.apply 0 2, hG.apply 1 2]
  ring

/-- The acute case: for ordered diagonal entries `a, b, c` and nonnegative off-diagonal entries
at most half the smaller diagonal entry, `a b c` is at most twice the determinant. -/
theorem acute_bound {a b c f g h : ℝ} (hab : a ≤ b) (hbc : b ≤ c)
    (hf : 0 ≤ f) (hg : 0 ≤ g) (hh : 0 ≤ h) (f2 : 2 * f ≤ b) (g2 : 2 * g ≤ a) (h2 : 2 * h ≤ a) :
    a * b * c ≤ 2 * (a * b * c + 2 * f * g * h - a * f ^ 2 - b * g ^ 2 - c * h ^ 2) := by
  have ha : 0 ≤ a := by linarith
  have haab : 0 ≤ a * (b - a) := mul_nonneg ha (by linarith)
  have hgg : 0 ≤ (a - 2 * g) * (a + 2 * g) := mul_nonneg (by linarith) (by linarith)
  have hhh : 0 ≤ (a - 2 * h) * (a + 2 * h) := mul_nonneg (by linarith) (by linarith)
  -- lowering `c` to `b` only lowers the difference of the two sides
  have s1 : 0 ≤ (c - b) * (a * b - 2 * h ^ 2) :=
    mul_nonneg (by linarith) (by nlinarith [sq_nonneg a])
  -- the remainder is bounded below by interpolation between `f = 0` and `f = b / 2`
  have s2 : 0 ≤ a * (f * (b - 2 * f)) := mul_nonneg ha (mul_nonneg hf (by linarith))
  have s3 : 0 ≤ (b - 2 * f) * (a * b - 2 * (g ^ 2 + h ^ 2)) :=
    mul_nonneg (by linarith) (by nlinarith)
  have hY : 0 ≤ a * b / 2 - 2 * (g ^ 2 + h ^ 2) + 2 * g * h := by
    rcases le_total g h with hgh | hgh
    · nlinarith [mul_nonneg hg (sub_nonneg.mpr hgh)]
    · nlinarith [mul_nonneg hh (sub_nonneg.mpr hgh)]
  have s4 := mul_nonneg hf hY
  linarith

/-- The obtuse case: for ordered diagonal entries `a, b, c` and off-diagonal entries `-u, -v, -w`
with `u, v, w` nonnegative, at most half the smaller diagonal entry and of sum at most
`(a + b) / 2`, `a b c` is at most twice the determinant. -/
theorem obtuse_bound {a b c u v w : ℝ} (hab : a ≤ b) (hbc : b ≤ c)
    (hu : 0 ≤ u) (hv : 0 ≤ v) (hw : 0 ≤ w) (u2 : 2 * u ≤ b) (v2 : 2 * v ≤ a) (w2 : 2 * w ≤ a)
    (hs : 2 * (u + v + w) ≤ a + b) :
    a * b * c ≤ 2 * (a * b * c - 2 * u * v * w - a * u ^ 2 - b * v ^ 2 - c * w ^ 2) := by
  have ha : 0 ≤ a := by linarith
  have hb : 0 ≤ b := by linarith
  have haab : 0 ≤ a * (b - a) := mul_nonneg ha (by linarith)
  have hww : 0 ≤ (a - 2 * w) * (a + 2 * w) := mul_nonneg (by linarith) (by linarith)
  have hvw : 0 ≤ v * w := mul_nonneg hv hw
  have s1 : 0 ≤ (c - b) * (a * b - 2 * w ^ 2) :=
    mul_nonneg (by linarith) (by nlinarith [sq_nonneg a])
  rcases le_total (v + w) (a / 2) with hc | hc
  · -- here the binding constraint on `u` is `u ≤ b / 2`
    have s2 : 0 ≤ a * ((b / 2 - u) * (b / 2 + u)) :=
      mul_nonneg ha (mul_nonneg (by linarith) (by linarith))
    have s3 : 0 ≤ v * w * (b / 2 - u) := mul_nonneg hvw (by linarith)
    have hq : 0 ≤ (a / 2 - (v + w)) * (a / 2 + (v + w)) :=
      mul_nonneg (by linarith) (by linarith)
    have s4 : 0 ≤ b * (a * b / 2 - 2 * (v ^ 2 + w ^ 2 + v * w)) :=
      mul_nonneg hb (by linarith)
    linarith
  · -- here it is the signed-sum condition `u ≤ (a + b) / 2 - v - w`
    have s2 : 0 ≤ a * (((a + b) / 2 - v - w - u) * ((a + b) / 2 - v - w + u)) :=
      mul_nonneg ha (mul_nonneg (by linarith) (by linarith))
    have s3 : 0 ≤ v * w * ((a + b) / 2 - v - w - u) := mul_nonneg hvw (by linarith)
    have s4 : 0 ≤ ((b - a) / 2 + v + w) * ((a / 2 - v) * (a / 2 - w)) :=
      mul_nonneg (by linarith) (mul_nonneg (by linarith) (by linarith))
    have s5 : 0 ≤ b * ((v + w - a / 2) * (2 * a - 2 * v - 2 * w)) :=
      mul_nonneg hb (mul_nonneg (by linarith) (by linarith))
    have s6 := mul_nonneg hb haab
    linarith

/-- **Seeber's inequality**: the product of the squared edge lengths of a reduced metric is at
most twice its determinant. -/
theorem seeber_inequality (hG : IsReduced G) : G 0 0 * G 1 1 * G 2 2 ≤ 2 * G.det := by
  have key : ∀ s t : ℝ, (s = 1 ∨ s = -1) → (t = 1 ∨ t = -1) →
      0 ≤ G 0 0 + G 1 1 + 2 * (s * G 0 1 + t * G 0 2 + s * t * G 1 2) := by
    intro s t hs ht
    have h := hG.signed s t hs ht
    rw [sqLength_eq hG.symm] at h
    have e0 : (![1, s, t] : Fin 3 → ℝ) 0 = 1 := rfl
    have e1 : (![1, s, t] : Fin 3 → ℝ) 1 = s := rfl
    have e2 : (![1, s, t] : Fin 3 → ℝ) 2 = t := rfl
    rw [e0, e1, e2] at h
    rcases hs with rfl | rfl <;> rcases ht with rfl | rfl <;> linarith
  have k1 := key 1 1 (Or.inl rfl) (Or.inl rfl)
  have k2 := key 1 (-1) (Or.inl rfl) (Or.inr rfl)
  have k3 := key (-1) 1 (Or.inr rfl) (Or.inl rfl)
  have k4 := key (-1) (-1) (Or.inr rfl) (Or.inr rfl)
  have hab := hG.le01
  have hbc := hG.le12
  obtain ⟨h1, h2⟩ := abs_le.mp (show |G 0 1| ≤ G 0 0 / 2 by linarith [hG.off01])
  obtain ⟨g1, g2⟩ := abs_le.mp (show |G 0 2| ≤ G 0 0 / 2 by linarith [hG.off02])
  obtain ⟨f1, f2⟩ := abs_le.mp (show |G 1 2| ≤ G 1 1 / 2 by linarith [hG.off12])
  rw [det_eq hG.symm]
  -- the eight sign patterns fall into the acute and the obtuse type
  rcases le_total 0 (G 1 2) with hf | hf <;> rcases le_total 0 (G 0 2) with hg | hg <;>
    rcases le_total 0 (G 0 1) with hh | hh
  · linarith [acute_bound hab hbc hf hg hh (by linarith) (by linarith) (by linarith)]
  · linarith [obtuse_bound hab hbc hf hg (neg_nonneg.mpr hh) (by linarith) (by linarith)
      (by linarith) (by linarith)]
  · linarith [obtuse_bound hab hbc hf (neg_nonneg.mpr hg) hh (by linarith) (by linarith)
      (by linarith) (by linarith)]
  · linarith [acute_bound hab hbc hf (neg_nonneg.mpr hg) (neg_nonneg.mpr hh) (by linarith)
      (by linarith) (by linarith)]
  · linarith [obtuse_bound hab hbc (neg_nonneg.mpr hf) hg hh (by linarith) (by linarith)
      (by linarith) (by linarith)]
  · linarith [acute_bound hab hbc (neg_nonneg.mpr hf) hg (neg_nonneg.mpr hh) (by linarith)
      (by linarith) (by linarith)]
  · linarith [acute_bound hab hbc (neg_nonneg.mpr hf) (neg_nonneg.mpr hg) hh (by linarith)
      (by linarith) (by linarith)]
  · linarith [obtuse_bound hab hbc (neg_nonneg.mpr hf) (neg_nonneg.mpr hg) (neg_nonneg.mpr hh)
      (by linarith) (by linarith) (by linarith) (by linarith)]

/-- A reduced metric whose first diagonal entry is positive gives every nonzero vector a
positive squared length. -/
theorem sqLength_pos (hG : IsReduced G) (ha : 0 < G 0 0) {x : Fin 3 → ℝ} (hx : x ≠ 0) :
    0 < sqLength G x := by
  have hb : 0 < G 1 1 := ha.trans_le hG.le01
  have hc : 0 < G 2 2 := hb.trans_le hG.le12
  have hdet : 0 < G.det := by
    linarith [seeber_inequality hG, mul_pos (mul_pos ha hb) hc]
  obtain ⟨h1, h2⟩ := abs_le.mp (show |G 0 1| ≤ G 0 0 / 2 by linarith [hG.off01])
  obtain ⟨D, hD⟩ : ∃ D, D = G 0 0 * G 1 1 - G 0 1 ^ 2 := ⟨_, rfl⟩
  have hDpos : 0 < D := by
    nlinarith [mul_nonneg (sub_nonneg.mpr h1) (sub_nonneg.mpr h2),
      mul_nonneg ha.le (sub_nonneg.mpr hG.le01), mul_pos ha ha]
  -- completing squares with the leading minors
  have hid : G 0 0 * D * sqLength G x =
      D * (G 0 0 * x 0 + G 0 1 * x 1 + G 0 2 * x 2) ^ 2
      + (D * x 1 + (G 0 0 * G 1 2 - G 0 2 * G 0 1) * x 2) ^ 2
      + G 0 0 * G.det * x 2 ^ 2 := by
    rw [sqLength_eq hG.symm, det_eq hG.symm, hD]
    ring
  refine (mul_pos_iff_of_pos_left (mul_pos ha hDpos)).mp ?_
  rw [hid]
  by_cases hz : x 2 = 0
  · by_cases hy : x 1 = 0
    · have hx0 : x 0 ≠ 0 := fun h => hx (by
        ext i
        fin_cases i
        exacts [h, hy, hz])
      have hp : 0 < D * (G 0 0 * x 0) ^ 2 := by positivity
      rw [hy, hz]
      linarith
    · have hp : 0 < (D * x 1) ^ 2 := by positivity
      have hq : 0 ≤ D * (G 0 0 * x 0 + G 0 1 * x 1) ^ 2 := by positivity
      rw [hz]
      linarith
  · positivity

/-- For a cell whose basis vectors are the rows of `A` and whose metric is reduced, the product
of the edge lengths is at most `√2` times the cell volume. -/
theorem edge_product_le (A : Matrix (Fin 3) (Fin 3) ℝ) (hA : IsReduced (A * Aᵀ)) :
    ∏ i, ‖WithLp.toLp 2 (A i)‖ ≤ √2 * |A.det| := by
  have hn : ∀ i, ‖WithLp.toLp 2 (A i)‖ ^ 2 = (A * Aᵀ) i i := by
    intro i
    rw [EuclideanSpace.norm_sq_eq]
    simp [Matrix.mul_apply, sq]
  have h := seeber_inequality hA
  rw [Matrix.det_mul, Matrix.det_transpose, ← hn 0, ← hn 1, ← hn 2] at h
  rw [Fin.prod_univ_three]
  refine (le_abs_self _).trans (abs_le_of_sq_le_sq ?_ (by positivity))
  rw [mul_pow, mul_pow, mul_pow, Real.sq_sqrt (by norm_num : (0 : ℝ) ≤ 2), sq_abs]
  linarith

/-- The primitive cell of the face-centred cubic lattice with cubic edge 2, one basis vector
per row. -/
def fccCell : Matrix (Fin 3) (Fin 3) ℝ := !![0, 1, 1; 1, 0, 1; 1, 1, 0]

/-- The metric of the face-centred cubic primitive cell is reduced and attains equality in
Seeber's inequality. -/
theorem fcc_equality : IsReduced (fccCell * fccCellᵀ) ∧
    (fccCell * fccCellᵀ) 0 0 * (fccCell * fccCellᵀ) 1 1 * (fccCell * fccCellᵀ) 2 2
      = 2 * (fccCell * fccCellᵀ).det := by
  have e : fccCell * fccCellᵀ = !![2, 1, 1; 1, 2, 1; 1, 1, 2] := by
    ext i j
    fin_cases i <;> fin_cases j <;>
      simp [fccCell, Matrix.mul_apply, Fin.sum_univ_three] <;> norm_num
  rw [e]
  refine ⟨⟨?_, ?_, ?_, ?_, ?_, ?_, ?_⟩, ?_⟩
  · unfold Matrix.IsSymm
    ext i j
    fin_cases i <;> fin_cases j <;> rfl
  · show (2 : ℝ) ≤ 2
    norm_num
  · show (2 : ℝ) ≤ 2
    norm_num
  · show 2 * |(1 : ℝ)| ≤ 2
    norm_num
  · show 2 * |(1 : ℝ)| ≤ 2
    norm_num
  · show 2 * |(1 : ℝ)| ≤ 2
    norm_num
  · intro s t hs ht
    rcases hs with rfl | rfl <;> rcases ht with rfl | rfl <;>
      simp [sqLength, Fin.sum_univ_three] <;> norm_num
  · simp [Matrix.det_fin_three]
    norm_num

end SeeberReduction
```

```lean
#print axioms SeeberReduction.seeber_inequality
#print axioms SeeberReduction.sqLength_pos
#print axioms SeeberReduction.edge_product_le
#print axioms SeeberReduction.fcc_equality
```

```
'SeeberReduction.seeber_inequality' depends on axioms: [propext, Classical.choice, Quot.sound]
'SeeberReduction.sqLength_pos' depends on axioms: [propext, Classical.choice, Quot.sound]
'SeeberReduction.edge_product_le' depends on axioms: [propext, Classical.choice, Quot.sound]
'SeeberReduction.fcc_equality' depends on axioms: [propext, Classical.choice, Quot.sound]
```

## Reading the statements and proofs

`IsReduced` collects the conditions above for a real 3×3 matrix; its field `signed` uses `![1, s, t]` for the coordinates of e₀ + s e₁ + t e₂. Positive definiteness is not assumed: `sqLength_pos` derives it from reducedness and `0 < G 0 0`. In `edge_product_le`, `WithLp.toLp 2` selects the Euclidean norm of each row.

`sqLength_eq` and `det_eq` supply the two expansions. In `acute_bound` and `obtuse_bound`, the facts named `s1`, `s2` and so on are the nonnegative products, and `linarith` finds their coefficients. `seeber_inequality` extracts the four signed-sum inequalities as `key`, then sends each of the eight sign patterns to one of these lemmas, passing absolute values instead of changing the basis. `sqLength_pos` checks the completed squares with `ring`, `edge_product_le` compares squares, and `fcc_equality` computes the metric and verifies each condition.

## Reducedness is an input

The theorems apply once a cell satisfies `IsReduced`. That a reduction routine, running in floating point, returns such a cell for your lattice is the step left to the code. Two checks test that step: the new basis vectors must be integer combinations of the old ones, with a coefficient matrix of determinant ±1, and their metric must satisfy the inequalities. The face-centred cubic cell meets several of them with equality, so a floating-point check may need a tolerance to accept it, and such a check shows reducedness only up to that tolerance.
